# Phase rule for affine free energies with affinely independent gradients

## Two lines crossing

Take one field $x$ and two phases $A$, $B$ with free energies $f_A = c_A + g_A x$ and $f_B = c_B + g_B x$, where the offsets $c$ and slopes $g$ are real numbers. Equality means $(g_B - g_A)\,x = c_A - c_B$. If the slopes differ there is exactly one solution, whatever the offsets; if they agree, the lines are parallel or identical. The slopes enter only through their difference, and the second phase costs one equation. With $d$ fields and $m$ phases there are $m-1$ equations, and when the differences between the gradient of one reference phase and those of the others are linearly independent, the solution set has dimension $F = d - (m-1)$.

## Fields, phases and free energies

The intensive fields form a real vector space $V$, for instance `Fin d → ℝ`, and the phases are labelled by a type `ι`.

In Lean 4 with Mathlib:

```lean
import Mathlib

open Module Function

namespace GibbsPhaseRule

variable {V : Type*} [AddCommGroup V] [Module ℝ V] {ι : Type*}
```

Phase $i$ has free energy $f_i(x) = c_i + g_i(x)$. The gradient $g_i$ is a linear functional, an element of `Dual ℝ V`, so no metric on field space is needed. For one component with fields temperature and pressure, $f_i$ is the chemical potential, and the components of $g_i$ are the molar entropy with a minus sign and the molar volume with a plus sign. An affine $f_i$ means that these densities do not vary with the fields.

```lean
/-- Free energy of phase `i` at the point `x` of the space of intensive fields:
an offset `c i` plus the gradient `g i` applied to `x`. -/
def freeEnergy (c : ι → ℝ) (g : ι → Dual ℝ V) (i : ι) (x : V) : ℝ := c i + g i x
```

Coexistence is $f_i(x) = f_j(x)$ for all $i, j$. If the points $p_1, p_2, p_3$ satisfy it, so does $t(p_1 - p_2) + p_3$ for real $t$, because $f_i$ there equals $t f_i(p_1) - t f_i(p_2) + f_i(p_3)$. This is the combination passed to `linear_combination`, and it makes the set an `AffineSubspace`. The definition asks for equal free energies among the listed phases, and does not ask that no other phase lies lower.

```lean
/-- The coexistence set: the affine subspace of field values at which all phases have
the same free energy. -/
def coexistence (c : ι → ℝ) (g : ι → Dual ℝ V) : AffineSubspace ℝ V :=
  ⟨{x | ∀ i j, freeEnergy c g i x = freeEnergy c g j x}, by
    intro t p₁ p₂ p₃ h₁ h₂ h₃ i j
    have e₁ := h₁ i j
    have e₂ := h₂ i j
    have e₃ := h₃ i j
    simp only [freeEnergy, vsub_eq_sub, vadd_eq_add, map_add, map_smul, map_sub,
      smul_eq_mul] at e₁ e₂ e₃ ⊢
    linear_combination t * e₁ - t * e₂ + e₃⟩
```

Fix a reference phase $i_0$ and collect the gradient differences in the gap map
$$G : V \to \mathbb{R}^{m-1}, \qquad (Gx)_i = g_i(x) - g_{i_0}(x), \quad i \neq i_0 .$$

```lean
/-- The gap map: the linear parts of the free-energy differences between each phase
`i ≠ i₀` and the reference phase `i₀`. -/
def gap (g : ι → Dual ℝ V) (i₀ : ι) : V →ₗ[ℝ] ({i // i ≠ i₀} → ℝ) :=
  LinearMap.pi fun i => g i - g i₀
```

A standard family has $d+1$ phases on $\mathbb{R}^d$: phase `none` with gradient $0$, and phase `some k` with gradient $x \mapsto x_k$, where $k$ runs from $0$ to $d-1$.

```lean
/-- Gradients of `d + 1` phases in `d` fields: zero for one phase, and the `d` coordinate
functionals for the others. -/
def simplexGradients (d : ℕ) : Option (Fin d) → Dual ℝ (Fin d → ℝ)
  | none => 0
  | some k => LinearMap.proj k
```

## Independent gradient differences make the gap map onto

Let $\varphi_i$, $i \in \kappa$, be finitely many functionals with joint map $\Phi(x) = (\varphi_i(x))_i$. Suppose $\Phi$ is onto and $\sum_i a_i \varphi_i = 0$ with real $a_i$. Choosing $x$ with $\varphi_i(x) = \delta_{ij}$, the target `Pi.single j 1`, and evaluating gives $a_j = 0$. Conversely, suppose $\Phi$ is not onto. Some nonzero functional $\psi$ on $\mathbb{R}^\kappa$ vanishes on the range, by `Submodule.exists_le_ker_of_lt_top`. Write $\psi(y) = \sum_i a_i y_i$, with $a_i$ the value of $\psi$ on the $i$-th unit vector. Then $\sum_i a_i \varphi_i(x) = \psi(\Phi x) = 0$ for all $x$, which is `hrel`. Independence forces every $a_i = 0$, so $\psi = 0$, a contradiction.

```lean
/-- Finitely many linear functionals can be given arbitrary values simultaneously exactly
when they are linearly independent. -/
theorem pi_surjective_iff {κ : Type*} [Fintype κ] (φ : κ → Dual ℝ V) :
    Surjective (LinearMap.pi φ) ↔ LinearIndependent ℝ φ := by
  classical
  rw [Fintype.linearIndependent_iff]
  constructor
  · intro hs a ha j
    -- test the relation on a point where only the `j`-th functional is nonzero
    obtain ⟨x, hx⟩ := hs (Pi.single j 1)
    have hx' : ∀ i, φ i x = (Pi.single j (1 : ℝ) : κ → ℝ) i := fun i => congrFun hx i
    have h := LinearMap.congr_fun ha x
    simpa [LinearMap.sum_apply, hx', Pi.single_apply] using h
  · intro hli
    by_contra hs
    have hlt : LinearMap.range (LinearMap.pi φ) < ⊤ :=
      lt_top_iff_ne_top.mpr fun h => hs (LinearMap.range_eq_top.mp h)
    -- a nonzero functional vanishing on the range gives a linear relation
    obtain ⟨ψ, hψ, hle⟩ := Submodule.exists_le_ker_of_lt_top _ hlt
    have hrel : ∑ i, (ψ fun j => if i = j then 1 else 0) • φ i = 0 := by
      apply LinearMap.ext
      intro x
      have h : ψ (LinearMap.pi φ x) = 0 := hle ⟨x, rfl⟩
      rw [LinearMap.pi_apply_eq_sum_univ] at h
      rw [LinearMap.sum_apply, LinearMap.zero_apply]
      refine Eq.trans ?_ h
      refine Finset.sum_congr rfl fun i _ => ?_
      rw [LinearMap.smul_apply, LinearMap.pi_apply, smul_eq_mul, smul_eq_mul, mul_comm]
    apply hψ
    apply LinearMap.ext
    intro y
    rw [LinearMap.pi_apply_eq_sum_univ, LinearMap.zero_apply]
    refine Finset.sum_eq_zero fun i _ => ?_
    rw [hli _ hrel i, smul_zero]
```

The gradients are affinely independent when the differences $g_i - g_{i_0}$, $i \neq i_0$, are linearly independent; Mathlib's `affineIndependent_iff_linearIndependent_vsub` gives this equivalence for any $i_0$. Physically, no phase has a vector of densities that is a combination of the others' with weights summing to one; for three phases the density vectors are not collinear. Taking $\varphi_i = g_i - g_{i_0}$ shows that $G$ is onto exactly in this case.

```lean
/-- The gap map is onto exactly when the gradients are affinely independent. -/
theorem gap_surjective_iff [Fintype ι] (g : ι → Dual ℝ V) (i₀ : ι) :
    Surjective (gap g i₀) ↔ AffineIndependent ℝ g := by
  classical
  rw [affineIndependent_iff_linearIndependent_vsub ℝ g i₀]
  exact pi_surjective_iff (fun i : {i // i ≠ i₀} => g i - g i₀)
```

## Coexistence as a linear system

All $f_i$ agree if and only if each equals $f_{i_0}$, that is
$$(Gx)_i = c_{i_0} - c_i, \quad i \neq i_0 .$$
Forwards, one uses the pair $(i, i_0)$. Backwards, `key` sets every $f_k(x)$ equal to $f_{i_0}(x)$, treating $k = i_0$ separately.

```lean
/-- All phases coexist at `x` exactly when `x` solves one linear equation for each phase
other than the reference phase. -/
theorem mem_coexistence_iff (c : ι → ℝ) (g : ι → Dual ℝ V) (i₀ : ι) (x : V) :
    x ∈ coexistence c g ↔ gap g i₀ x = fun i : {i // i ≠ i₀} => c i₀ - c i := by
  change (∀ i j, c i + g i x = c j + g j x) ↔ _
  constructor
  · intro h
    funext i
    change g i x - g i₀ x = c i₀ - c i
    linarith [h i i₀]
  · intro h i j
    have key : ∀ k, c k + g k x = c i₀ + g i₀ x := by
      intro k
      by_cases hk : k = i₀
      · rw [hk]
      · have e : g k x - g i₀ x = c i₀ - c k := congrFun h ⟨k, hk⟩
        linarith
    rw [key i, key j]
```

If $p$ is a solution, then $v + p$ is one exactly when $Gv + Gp = Gp$, that is $Gv = 0$. The direction space of a nonempty coexistence set is $\ker G$.

```lean
/-- If the coexistence set contains a point, its directions are the kernel of the gap map. -/
theorem direction_coexistence (c : ι → ℝ) (g : ι → Dual ℝ V) (i₀ : ι) {p : V}
    (hp : p ∈ coexistence c g) : (coexistence c g).direction = LinearMap.ker (gap g i₀) := by
  ext v
  rw [← AffineSubspace.vadd_mem_iff_mem_direction v hp, mem_coexistence_iff c g i₀,
    LinearMap.mem_ker, vadd_eq_add, map_add, (mem_coexistence_iff c g i₀ p).mp hp]
  constructor
  · intro h
    exact add_right_cancel (h.trans (zero_add _).symm)
  · intro h
    rw [h, zero_add]
```

If $G$ is onto, the system is solvable for any offsets. Conversely, any target $y \in \mathbb{R}^{m-1}$ is a right-hand side, from $c_{i_0} = 0$ and $c_i = -y_i$, so solvability for all offsets makes $G$ onto. Affine independence therefore says precisely that coexistence needs no tuning of the offsets. The dimension of $V$ has not yet entered.

```lean
/-- The gradients are affinely independent exactly when the phases have a coexistence point
for every choice of the free-energy offsets. -/
theorem affineIndependent_iff_forall_nonempty [Fintype ι] [Nonempty ι] (g : ι → Dual ℝ V) :
    AffineIndependent ℝ g ↔ ∀ c : ι → ℝ, (coexistence c g : Set V).Nonempty := by
  classical
  obtain ⟨i₀⟩ := ‹Nonempty ι›
  rw [← gap_surjective_iff g i₀]
  constructor
  · intro hs c
    obtain ⟨x, hx⟩ := hs fun i => c i₀ - c i
    exact ⟨x, (mem_coexistence_iff c g i₀ x).mpr hx⟩
  · intro h y
    -- choose the offsets so that the right-hand side of the system is `y`
    obtain ⟨x, hx⟩ := h fun i => if hi : i = i₀ then 0 else -y ⟨i, hi⟩
    refine ⟨x, ?_⟩
    rw [(mem_coexistence_iff _ g i₀ x).mp hx]
    funext i
    have hi : ¬ (i.1 = i₀) := i.2
    simp [hi]
```

## The count $F + m = d + 1$

Now let $V$ have finite dimension $d$, written `finrank ℝ V`, and let $m$ be `Fintype.card ι`, with $m \ge 1$ from `Nonempty ι`. Rank–nullity for the onto map $G$ reads $(m-1) + \dim\ker G = d$. With $F = \dim \ker G$ this is $F + m = d + 1$. In the proof `hrn` is rank–nullity, `hc` says that the non-reference phases plus one number $m$, and `omega` adds them. For $m = 1$ there are no equations and $F = d$.

The theorem `phase_rule` reads: for any offsets and affinely independent gradients, the coexistence set is nonempty, and the dimension of its direction space plus $m$ equals $d+1$. Nonemptiness carries content, since the empty affine subspace also has a direction space of dimension zero. The additive form avoids a trap: over the natural numbers subtraction stops at zero, so $d - m + 1$ evaluates to $1$ at $m = d+1$, where the true dimension is $0$.

```lean
/-- Gibbs phase rule for affine free energies: for `m ≥ 1` phases with affinely independent
gradients in `d` fields, the coexistence set is nonempty and its dimension `F` satisfies
`F + m = d + 1`. -/
theorem phase_rule [FiniteDimensional ℝ V] [Fintype ι] [Nonempty ι] (c : ι → ℝ)
    (g : ι → Dual ℝ V) (hg : AffineIndependent ℝ g) :
    (coexistence c g : Set V).Nonempty ∧
      finrank ℝ (coexistence c g).direction + Fintype.card ι = finrank ℝ V + 1 := by
  classical
  have hne := (affineIndependent_iff_forall_nonempty g).mp hg c
  refine ⟨hne, ?_⟩
  obtain ⟨p, hp⟩ := hne
  obtain ⟨i₀⟩ := ‹Nonempty ι›
  -- rank-nullity for the `m - 1` independent equations
  have hrn := LinearMap.finrank_range_add_finrank_ker (gap g i₀)
  rw [LinearMap.range_eq_top.mpr ((gap_surjective_iff g i₀).mpr hg), finrank_top,
    Module.finrank_fintype_fun_eq_card] at hrn
  have hc := Fintype.card_congr (Equiv.optionSubtypeNe i₀)
  rw [Fintype.card_option] at hc
  rw [direction_coexistence c g i₀ hp]
  omega
```

Since $F \ge 0$, it follows that $m \le d+1$. This bounds the size of an affinely independent family of gradients, and more phases can still meet when the offsets are tuned: $-x$, $0$ and $x$ agree at $x = 0$ with $d = 1$.

```lean
/-- At most `d + 1` phases can have affinely independent gradients in `d` fields. -/
theorem card_phases_le [FiniteDimensional ℝ V] [Fintype ι] [Nonempty ι]
    (g : ι → Dual ℝ V) (hg : AffineIndependent ℝ g) :
    Fintype.card ι ≤ finrank ℝ V + 1 := by
  have h := (phase_rule (fun _ => 0) g hg).2
  omega
```

At $m = d+1$ the direction space is $\{0\}$. Two coexistence points differ by a direction, so they coincide.

```lean
/-- With `d + 1` phases of affinely independent gradients in `d` fields there is exactly one
coexistence point. -/
theorem unique_invariant_point [FiniteDimensional ℝ V] [Fintype ι] [Nonempty ι] (c : ι → ℝ)
    (g : ι → Dual ℝ V) (hg : AffineIndependent ℝ g) (hm : Fintype.card ι = finrank ℝ V + 1) :
    ∃! x, x ∈ coexistence c g := by
  obtain ⟨⟨p, hp⟩, hd⟩ := phase_rule c g hg
  have h0 : finrank ℝ (coexistence c g).direction = 0 := by omega
  have hbot : (coexistence c g).direction = ⊥ := Submodule.finrank_eq_zero.mp h0
  refine ⟨p, hp, fun y hy => ?_⟩
  have h := AffineSubspace.vsub_mem_direction (s := coexistence c g) hy hp
  rw [hbot, Submodule.mem_bot] at h
  exact sub_eq_zero.mp h
```

## A triple point in two fields

Let $f_A = 3 + x_0$, $f_B = 2x_0 + x_1$ and $f_C = 1 + x_0 + 2x_1$. With reference $A$ the gradient differences are $(1,1)$ and $(0,2)$, and the system is $x_0 + x_1 = 3$, $2x_1 = 2$. The solution is $(2,1)$, where all three free energies equal $5$, and $F + m = 0 + 3$. Phases $A$ and $B$ alone coexist on the line $x_0 + x_1 = 3$, with $F + m = 1 + 2$. The gradients $(1,0)$, $(2,1)$, $(1,2)$ are three vectors in a plane and hence linearly dependent. A hypothesis of linear independence of the $g_i$ themselves would be too strong: it allows only $m \le d$ and misses this triple point.

## Relation to $C - P + 2$

The following identifications are interpretation and do not appear in the theorems. For $C$ non-reacting components, take temperature and the $C$ chemical potentials as fields and minus the pressure as free energy; then $d = C+1$, and $P = m$ phases give $F = C - P + 2$. Real free energies are curved, and the thermodynamic rule concerns coexistence manifolds that may bend, end or be absent. At a coexistence point where the gradients are affinely independent, the affine model describes the tangent space of the manifold, and its coexistence for all offsets is a feature of planes that extend without limit. Affine independence is assumed and not derived. In surface phase diagrams built from electronic-structure total energies, the free energy per area of each structure of fixed composition at fixed temperature is affine in the chemical potentials that remain independent once equilibrium with the bulk is imposed; their number is $d$, and the count applies to the crossing of any group of structures whose gradients, fixed by their surface excesses per area, are affinely independent. Two structures with the same excesses give parallel or identical planes and fall outside it.

## The bound is reached in every dimension

For the standard family, $f_{\text{none}} = c_{\text{none}}$ and $f_k = c_k + x_k$, with $c_k$ the offset of `some k`. The point $x_k = c_{\text{none}} - c_k$ makes all free energies equal $c_{\text{none}}$. A solution for every choice of offsets gives affine independence, and $m = d+1$ gives uniqueness. This includes $d = 0$, one phase on a one-point space.

```lean
/-- The `d + 1` gradients of `simplexGradients d` (zero and the `d` coordinate functionals) in `d`
fields are affinely independent, and for any offsets the corresponding phases coexist at exactly one
point. -/
theorem simplexGradients_witness (d : ℕ) :
    AffineIndependent ℝ (simplexGradients d) ∧
      ∀ c, ∃! x, x ∈ coexistence c (simplexGradients d) := by
  have hg : AffineIndependent ℝ (simplexGradients d) := by
    rw [affineIndependent_iff_forall_nonempty]
    intro c
    refine ⟨fun k => c none - c (some k), ?_⟩
    change ∀ i j, freeEnergy c (simplexGradients d) i _ = freeEnergy c (simplexGradients d) j _
    intro i j
    cases i <;> cases j <;> simp [freeEnergy, simplexGradients]
  exact ⟨hg, fun c => unique_invariant_point c _ hg (by simp)⟩

end GibbsPhaseRule
```

```lean
#print axioms GibbsPhaseRule.phase_rule
#print axioms GibbsPhaseRule.card_phases_le
```

```
'GibbsPhaseRule.phase_rule' depends on axioms: [propext, Classical.choice, Quot.sound]
'GibbsPhaseRule.card_phases_le' depends on axioms: [propext, Classical.choice, Quot.sound]
```
